# Uniform scaling of erf-attenuated exchange also rescales the range-separation parameter

Take two points a distance $r>0$ apart and compress all lengths by a factor $g>0$, so that their separation becomes $r/g$. The Coulomb kernel $1/r$ becomes $g/r$, which is linear in $g$. The long-range kernel $\operatorname{erf}(wr)/r$, with a fixed parameter $w>0$, becomes

$$\frac{\operatorname{erf}(w\,r/g)}{r/g} = g\,\frac{\operatorname{erf}\big((w/g)\,r\big)}{r}.$$

The factor $g$ is still there, but the pair now sees the parameter $w/g$. Since $w$ is an inverse length, holding it fixed while the system shrinks changes the ratio of the two length scales. The exchange energy inherits this behaviour from its pairs.

## The scaling law and the departure from linearity

Let $P(x,y)$ be a complex-valued density matrix on $\mathbb R^3\times\mathbb R^3$. Its long-range exchange energy, without the conventional prefactor, and its uniformly scaled version are

$$E(w)[P] = -\int \frac{|P(x,y)|^2}{|x-y|}\,\operatorname{erf}(w|x-y|)\,dx\,dy, \qquad P_g(x,y)=g^3P(gx,gy).$$

For every $g>0$,

$$E(w)[P_g] = g\,E(w/g)[P].$$

Suppose also that $w>0$ and that the full exchange integral $\int |P|^2/|x-y|$ converges. Then $E(w)[P_g]=g\,E(w)[P]$ holds exactly when $g=1$ or $P=0$ almost everywhere. For $g>1$ and $P$ not almost everywhere zero, $E(w)[P_g]$ lies strictly above $g\,E(w)[P]$.

For range-separated hybrids with a fixed $w$, this means that the long-range exact-exchange term, evaluated at a given nonzero density matrix with finite full exchange energy, does not share the linear scaling of full exact exchange.

## Two checks on attenuated exchange integrals

In a Gaussian-basis code, $P_g$ can be produced without a new self-consistent calculation. Divide all basis-function centres by $g$, multiply all exponents by $g^2$, and keep the contraction coefficients over normalised primitives. The density-matrix elements in the normalised basis stay the same.

The first check compares the scaled input at $w$ with the original input at $w/g$: the exchange energies must have ratio $g$. In the integrals, $w$ typically enters through $w^2/(w^2+\rho)$, where $\rho$ is the reduced exponent of the two charge distributions. Scaling sends $\rho$ to $g^2\rho$, and

$$\frac{w^2}{w^2+g^2\rho}=\frac{(w/g)^2}{(w/g)^2+\rho}.$$

A routine that uses $w$ in place of $w^2$ throughout this expression fails the comparison for $g\neq1$ and a nonzero density matrix, provided that the discrepancy is large enough to resolve numerically.

A routine that ignores $w$ and returns full Coulomb exchange passes it. The second check catches that fault: run both inputs at the same $w$. For $g\ne1$ and a nonzero density matrix the ratio must differ from $g$, provided that the difference is large enough to resolve numerically. Neither check detects a constant factor in the units of $w$, because such a factor multiplies $w$ and $w/g$ alike.

## Change of variables and strict monotonicity

Write $z=(x,y)$ and $D_P(z)=|P(x,y)|^2/|x-y|$. The prefactor of $P_g$ contributes $g^6$ to $|P_g|^2$, and $1/|x-y| = g/|gx-gy|$, so

$$D_{P_g}(z)=g^7D_P(gz).$$

Also $\operatorname{erf}(w|x-y|)=\operatorname{erf}\big((w/g)|gx-gy|\big)$. Substituting $u=gz$ in six dimensions gives $dz=g^{-6}du$, and therefore

$$E(w)[P_g]=-g^7g^{-6}\int D_P(u)\operatorname{erf}\big((w/g)|u_1-u_2|\big)\,du=g\,E(w/g)[P].$$

Without the erf factor, the same substitution gives linear scaling of full exchange.

The error function is

$$\operatorname{erf}(s)=\frac{2}{\sqrt\pi}\int_0^s e^{-t^2}\,dt.$$

Its derivative is positive, so it increases strictly. It starts at $\operatorname{erf}(0)=0$, and $\int_0^\infty e^{-t^2}dt=\sqrt\pi/2$ bounds it by $1$ for $s\ge0$. Hence the long-range integral converges whenever the full one does. For $0\le a<b$ and $r=|x-y|$,

$$E(a)[P]-E(b)[P]=\int D_P(z)\,\big[\operatorname{erf}(br)-\operatorname{erf}(ar)\big]\,dz\ \ge\ 0.$$

If this difference is zero, the non-negative integrand vanishes almost everywhere. The diagonal $x=y$ has measure zero, because for each $x$ it contains the single point $y=x$. Off the diagonal the bracket is positive, so $D_P=0$ and hence $P=0$ almost everywhere. For any other $P$, $E(b)[P]<E(a)[P]$.

By the scaling law, linear scaling at fixed $w$ amounts to $E(w/g)[P]=E(w)[P]$. If $P$ is not almost everywhere zero, strict monotonicity forces $w/g=w$, that is $g=1$. Conversely, $g=1$ gives equality at once, and for $P=0$ almost everywhere both energies vanish. If $g>1$, then $w/g<w$, so $E(w/g)[P]>E(w)[P]$; multiplying by $g$ gives the sign of the deviation.

## Lean source for the scaling law and the equivalence

```lean
import Mathlib

open MeasureTheory

namespace RangeSeparatedExchange

noncomputable section

/-- Three-dimensional Euclidean space. -/
abbrev Space := EuclideanSpace ℝ (Fin 3)

/-- Lebesgue measure on pairs of points. -/
abbrev pairVolume : Measure (Space × Space) := (volume : Measure Space).prod volume

/-- The error function, as a normalised Gaussian integral from `0` to `x`. -/
def erf (x : ℝ) : ℝ := 2 / √Real.pi * ∫ t in (0 : ℝ)..x, Real.exp (-t ^ 2)

/-- The exchange density `|P(x,y)|² / |x - y|` of a density matrix `P`, for `x ≠ y`. -/
def exchangeDensity (P : Space × Space → ℂ) (z : Space × Space) : ℝ :=
  ‖P z‖ ^ 2 / ‖z.1 - z.2‖

/-- The full-range exchange energy, up to the conventional prefactor. -/
def fullExchange (P : Space × Space → ℂ) : ℝ := -∫ z, exchangeDensity P z ∂pairVolume

/-- The long-range exchange energy with range-separation parameter `w`, up to the conventional
prefactor: the Coulomb interaction `1/r` is replaced by `erf (w r) / r`. -/
def longRangeExchange (w : ℝ) (P : Space × Space → ℂ) : ℝ :=
  -∫ z, exchangeDensity P z * erf (w * ‖z.1 - z.2‖) ∂pairVolume

/-- The uniformly scaled density matrix `P_g(x,y) = g³ P(gx, gy)`. -/
def scaled (g : ℝ) (P : Space × Space → ℂ) (z : Space × Space) : ℂ :=
  (g : ℂ) ^ 3 * P (g • z.1, g • z.2)

/-- The derivative of the error function is a Gaussian. -/
theorem erf_hasDerivAt (x : ℝ) :
    HasDerivAt erf (2 / √Real.pi * Real.exp (-x ^ 2)) x := by
  have hc : Continuous fun t : ℝ => Real.exp (-t ^ 2) := by fun_prop
  exact (hc.integral_hasStrictDerivAt 0 x).hasDerivAt.const_mul _

/-- The error function is strictly increasing. -/
theorem erf_strictMono : StrictMono erf := by
  apply strictMono_of_deriv_pos
  intro x
  rw [(erf_hasDerivAt x).deriv]
  have := Real.pi_pos
  positivity

/-- On the non-negative half-line the error function lies between `0` and `1`. -/
theorem erf_mem_unit {x : ℝ} (hx : 0 ≤ x) : 0 ≤ erf x ∧ erf x ≤ 1 := by
  constructor
  · have h0 : erf 0 = 0 := by simp [erf]
    rw [← h0]
    exact erf_strictMono.monotone hx
  · have hG := integral_gaussian_Ioi 1
    have hI := integrable_exp_neg_mul_sq (b := 1) one_pos
    simp only [neg_mul, one_mul, div_one] at hG hI
    -- the integral up to x is at most the integral over the half-line
    have hle : ∫ t in (0 : ℝ)..x, Real.exp (-t ^ 2) ≤ √Real.pi / 2 := by
      rw [intervalIntegral.integral_of_le hx, ← hG]
      exact setIntegral_mono_set hI.integrableOn
        (Filter.Eventually.of_forall fun t => (Real.exp_pos _).le)
        (Filter.Eventually.of_forall fun t ht => ht.1)
    have hs : 0 < √Real.pi := Real.sqrt_pos.2 Real.pi_pos
    calc erf x ≤ 2 / √Real.pi * (√Real.pi / 2) :=
          mul_le_mul_of_nonneg_left hle (by positivity)
      _ = 1 := by field_simp

/-- If the full exchange integral converges, so does the long-range one. -/
theorem integrable_longRange {P : Space × Space → ℂ} {w : ℝ} (hw : 0 ≤ w)
    (hP : Integrable (exchangeDensity P) pairVolume) :
    Integrable (fun z => exchangeDensity P z * erf (w * ‖z.1 - z.2‖)) pairVolume := by
  have hc : Continuous erf :=
    continuous_iff_continuousAt.2 fun x => (erf_hasDerivAt x).continuousAt
  have hr : Continuous fun z : Space × Space => w * ‖z.1 - z.2‖ := by fun_prop
  refine hP.mono (hP.aestronglyMeasurable.mul (hc.comp hr).aestronglyMeasurable)
    (Filter.Eventually.of_forall fun z => ?_)
  obtain ⟨h0, h1⟩ := erf_mem_unit (mul_nonneg hw (norm_nonneg (z.1 - z.2)))
  simp only [norm_mul]
  refine mul_le_of_le_one_right (norm_nonneg _) ?_
  rwa [Real.norm_of_nonneg h0]

lemma exchangeDensity_scaled {g : ℝ} (hg : 0 < g) (P : Space × Space → ℂ)
    (z : Space × Space) :
    exchangeDensity (scaled g P) z = g ^ 7 * exchangeDensity P (g • z) := by
  have hn : ‖(g • z).1 - (g • z).2‖ = g * ‖z.1 - z.2‖ := by
    rw [Prod.smul_fst, Prod.smul_snd, ← smul_sub, norm_smul, Real.norm_of_nonneg hg.le]
  have hp : ‖scaled g P z‖ = g ^ 3 * ‖P (g • z)‖ := by
    unfold scaled
    rw [norm_mul, norm_pow, Complex.norm_real, Real.norm_of_nonneg hg.le]
    rfl
  unfold exchangeDensity
  rw [hn, hp]
  have h : g ^ 7 * (‖P (g • z)‖ ^ 2 / (g * ‖z.1 - z.2‖))
      = (g * g⁻¹) * (g ^ 6 * ‖P (g • z)‖ ^ 2 / ‖z.1 - z.2‖) := by ring
  rw [h, mul_inv_cancel₀ hg.ne']
  ring

lemma integral_scaled {g : ℝ} (hg : 0 < g) (F : Space × Space → ℝ) :
    ∫ z, g ^ 7 * F (g • z) ∂pairVolume = g * ∫ z, F z ∂pairVolume := by
  have hfin : Module.finrank ℝ (Space × Space) = 6 := by simp [Module.finrank_prod]
  have h6 : (0 : ℝ) < (g ^ 6)⁻¹ := by positivity
  have h7 : g ^ 7 * (g ^ 6)⁻¹ = g := by field_simp
  rw [integral_const_mul, Measure.integral_comp_smul pairVolume F g, hfin,
    abs_of_pos h6, smul_eq_mul, ← mul_assoc, h7]

/-- Full-range exchange is linear under uniform scaling. -/
theorem fullExchange_scaled {g : ℝ} (hg : 0 < g) (P : Space × Space → ℂ) :
    fullExchange (scaled g P) = g * fullExchange P := by
  unfold fullExchange
  simp only [exchangeDensity_scaled hg]
  rw [integral_scaled hg (exchangeDensity P), mul_neg]

/-- Scaling law of long-range exchange: `E(w)[P_g] = g E(w/g)[P]`. -/
theorem longRangeExchange_scaled {g : ℝ} (hg : 0 < g) (w : ℝ) (P : Space × Space → ℂ) :
    longRangeExchange w (scaled g P) = g * longRangeExchange (w / g) P := by
  have key : ∀ z : Space × Space,
      exchangeDensity (scaled g P) z * erf (w * ‖z.1 - z.2‖) =
        g ^ 7 * (fun y : Space × Space =>
          exchangeDensity P y * erf (w / g * ‖y.1 - y.2‖)) (g • z) := by
    intro z
    have hn : w / g * ‖(g • z).1 - (g • z).2‖ = w * ‖z.1 - z.2‖ := by
      rw [Prod.smul_fst, Prod.smul_snd, ← smul_sub, norm_smul,
        Real.norm_of_nonneg hg.le, ← mul_assoc, div_mul_cancel₀ _ hg.ne']
    show _ = g ^ 7 * (exchangeDensity P (g • z) * erf (w / g * ‖(g • z).1 - (g • z).2‖))
    rw [hn, exchangeDensity_scaled hg, mul_assoc]
  have hF := integral_scaled hg (fun y : Space × Space =>
    exchangeDensity P y * erf (w / g * ‖y.1 - y.2‖))
  have hE : ∫ z, exchangeDensity (scaled g P) z * erf (w * ‖z.1 - z.2‖) ∂pairVolume =
      g * ∫ z, exchangeDensity P z * erf (w / g * ‖z.1 - z.2‖) ∂pairVolume :=
    (integral_congr_ae (Filter.Eventually.of_forall key)).trans hF
  unfold longRangeExchange
  rw [hE, mul_neg]

lemma ae_ne_diagonal : ∀ᵐ z ∂pairVolume, z.1 ≠ z.2 := by
  have : Nontrivial Space := Module.nontrivial_of_finrank_pos (R := ℝ) (by simp)
  have hs : MeasurableSet {z : Space × Space | z.1 = z.2} :=
    (isClosed_eq continuous_fst continuous_snd).measurableSet
  have h : pairVolume {z : Space × Space | z.1 = z.2} = 0 := by
    rw [Measure.measure_prod_null hs]
    refine Filter.Eventually.of_forall fun x => ?_
    have hx : Prod.mk x ⁻¹' {z : Space × Space | z.1 = z.2} = {x} := by
      ext y
      simp [eq_comm]
    show volume (Prod.mk x ⁻¹' {z : Space × Space | z.1 = z.2}) = 0
    rw [hx, measure_singleton]
  rw [ae_iff]
  simp only [ne_eq, not_not]
  exact h

/-- For a density matrix that is not almost everywhere zero and whose full exchange integral
converges, the long-range exchange energy strictly decreases as the non-negative range-separation
parameter grows. -/
theorem longRangeExchange_strictAnti {P : Space × Space → ℂ} {a b : ℝ} (ha : 0 ≤ a)
    (hab : a < b) (hP : Integrable (exchangeDensity P) pairVolume)
    (h0 : ¬ P =ᵐ[pairVolume] 0) : longRangeExchange b P < longRangeExchange a P := by
  have hA := integrable_longRange ha hP
  have hB := integrable_longRange (ha.trans hab.le) hP
  have hd : 0 ≤ fun z : Space × Space => exchangeDensity P z * erf (b * ‖z.1 - z.2‖)
      - exchangeDensity P z * erf (a * ‖z.1 - z.2‖) := by
    intro z
    have hD : 0 ≤ exchangeDensity P z := by unfold exchangeDensity; positivity
    exact sub_nonneg.2 (mul_le_mul_of_nonneg_left (erf_strictMono.monotone
      (mul_le_mul_of_nonneg_right hab.le (norm_nonneg _))) hD)
  have hpos := lt_of_le_of_ne (integral_nonneg (μ := pairVolume) hd) (fun h => h0 ?_)
  · rw [integral_sub hB hA] at hpos
    unfold longRangeExchange
    linarith
  -- equal energies would force P to vanish almost everywhere
  · filter_upwards [(integral_eq_zero_iff_of_nonneg hd (hB.sub hA)).1 h.symm,
      ae_ne_diagonal] with z hz hne
    by_contra hp
    have hr : 0 < ‖z.1 - z.2‖ := norm_pos_iff.2 (sub_ne_zero.2 hne)
    have hD : 0 < exchangeDensity P z := div_pos (pow_pos (norm_pos_iff.2 hp) 2) hr
    have he := erf_strictMono (mul_lt_mul_of_pos_right hab hr)
    have hz' : exchangeDensity P z * erf (b * ‖z.1 - z.2‖)
      - exchangeDensity P z * erf (a * ‖z.1 - z.2‖) = 0 := hz
    nlinarith [mul_pos hD (sub_pos.2 he)]

/-- If the full exchange integral converges, then at fixed `w > 0` and for `g > 0` long-range
exchange obeys the linear scaling relation exactly when `g = 1` or the density matrix vanishes
almost everywhere. -/
theorem linear_scaling_iff {P : Space × Space → ℂ} {w g : ℝ} (hw : 0 < w) (hg : 0 < g)
    (hP : Integrable (exchangeDensity P) pairVolume) :
    longRangeExchange w (scaled g P) = g * longRangeExchange w P ↔
      g = 1 ∨ P =ᵐ[pairVolume] 0 := by
  rw [longRangeExchange_scaled hg]
  constructor
  · intro h
    have h' := mul_left_cancel₀ hg.ne' h
    by_contra hc
    obtain ⟨h1, h0⟩ := not_or.1 hc
    rcases lt_or_gt_of_ne h1 with hlt | hgt
    · have hwg : w < w / g := by rw [lt_div_iff₀ hg]; nlinarith
      exact (longRangeExchange_strictAnti hw.le hwg hP h0).ne h'
    · have hwg : w / g < w := by rw [div_lt_iff₀ hg]; nlinarith
      exact (longRangeExchange_strictAnti (div_pos hw hg).le hwg hP h0).ne h'.symm
  · rintro (h1 | h0)
    · rw [h1, div_one]
    · have hz : ∀ v, longRangeExchange v P = 0 := by
        intro v
        unfold longRangeExchange
        rw [neg_eq_zero]
        apply integral_eq_zero_of_ae
        filter_upwards [h0] with z hz
        simp [exchangeDensity, hz]
      rw [hz, hz]

/-- If the full exchange integral converges, then at fixed `w > 0` and under compression, `g > 1`,
the long-range exchange energy of a density matrix that is not almost everywhere zero lies strictly
above the linearly scaled value. -/
theorem compression_gt_linear {P : Space × Space → ℂ} {w g : ℝ} (hw : 0 < w) (hg : 1 < g)
    (hP : Integrable (exchangeDensity P) pairVolume) (h0 : ¬ P =ᵐ[pairVolume] 0) :
    g * longRangeExchange w P < longRangeExchange w (scaled g P) := by
  have hg0 : 0 < g := one_pos.trans hg
  have hwg : w / g < w := by rw [div_lt_iff₀ hg0]; nlinarith
  rw [longRangeExchange_scaled hg0]
  exact mul_lt_mul_of_pos_left
    (longRangeExchange_strictAnti (div_pos hw hg0).le hwg hP h0) hg0

end

end RangeSeparatedExchange
```

```lean
#print axioms RangeSeparatedExchange.fullExchange_scaled
#print axioms RangeSeparatedExchange.longRangeExchange_strictAnti
#print axioms RangeSeparatedExchange.linear_scaling_iff
#print axioms RangeSeparatedExchange.compression_gt_linear
```

```
'RangeSeparatedExchange.fullExchange_scaled' depends on axioms: [propext, Classical.choice, Quot.sound]
'RangeSeparatedExchange.longRangeExchange_strictAnti' depends on axioms: [propext, Classical.choice, Quot.sound]
'RangeSeparatedExchange.linear_scaling_iff' depends on axioms: [propext, Classical.choice, Quot.sound]
'RangeSeparatedExchange.compression_gt_linear' depends on axioms: [propext, Classical.choice, Quot.sound]
```

## The physical quantities as Lean objects

`Space` is three-dimensional Euclidean space, and `pairVolume` is Lebesgue measure on pairs of points. `exchangeDensity P` is $D_P$, `longRangeExchange w P` is $E(w)[P]$, and `scaled g P` is $P_g$. The condition `P =ᵐ[pairVolume] 0` says that $P$ vanishes almost everywhere.

The hypothesis `Integrable (exchangeDensity P) pairVolume` stands for a finite full-range exchange energy. It includes the measurability that the proof needs, so $P$ is not separately assumed measurable.

`longRangeExchange_scaled` states the scaling law for $g>0$ and any real $w$, without that hypothesis; Lean assigns the value zero to a non-convergent integral, so the law has physical content only where the integrals converge. `linear_scaling_iff` is the equivalence, and `compression_gt_linear` is the strict inequality for $g>1$.

## From the Gaussian integral to the equivalence

`erf_hasDerivAt`, `erf_strictMono` and `erf_mem_unit` establish the derivative, the monotonicity and the bounds of the error function. `integrable_longRange` uses the bounds to dominate the long-range integrand by the full exchange density.

`exchangeDensity_scaled` is the pointwise identity with $g^7$. `integral_scaled` supplies the Jacobian: it computes the dimension of the pair space as 6 and applies `Measure.integral_comp_smul`. Together they give `fullExchange_scaled` and, once the argument of erf is rewritten, `longRangeExchange_scaled`.

`ae_ne_diagonal` shows that the diagonal is null by measuring its slices. `longRangeExchange_strictAnti` then follows the monotonicity argument: `integral_eq_zero_iff_of_nonneg` turns a zero difference of energies into an integrand that vanishes almost everywhere, and `filter_upwards` combines this with being off the diagonal.

In `linear_scaling_iff`, the factor $g$ is cancelled and the cases $g<1$ and $g>1$ are each contradicted by strict monotonicity. `compression_gt_linear` applies the same monotonicity directly.

## Exact integrals at a given density matrix

The theorems concern exact integrals over all of space. They contain no basis set, quadrature grid, integral screening or rounding, so the tolerance in a numerical comparison has to come from elsewhere. They also give no lower bound on the size of the deviation from linearity.

$P$ is an arbitrary function: hermiticity, idempotency and particle number play no role, and spin is absent. The density matrix is scaled, not reoptimised, so the law does not relate two separately converged self-consistent energies. The exchange energy per cell of an infinite crystal is a different quantity from the integral used here. The short-range part of a hybrid and its correlation functional are not treated.
